# For a local potential of bounded curvature, DIIS extrapolation errs at second order in the density deviations

A Kohn–Sham calculation accelerated by Pulay's DIIS keeps the Fock matrices of several past iterations and replaces the newest one by a linear combination of them. The coefficients sum to one, and some may be negative. The Coulomb part of the matrix is linear in the density, so the combined Coulomb matrix is exactly that of the combined density. The exchange-correlation part is nonlinear, and its combination generally belongs to no density in the history, nor to the combined one. How far is it from the potential evaluated at the combined density?

Consider one point in space. Let $r_i$ be the stored densities there, $c_i$ the coefficients with $\sum_i c_i = 1$, and $\bar r = \sum_i c_i r_i$ the mixed density. Let $v$ be a local potential, a function of the density at that point alone, with $|v''| \le M$ on an interval $s$ containing all $r_i$ and $\bar r$. The answer derived below is

$$\Big|\sum_i c_i v(r_i) - v(\bar r)\Big| \le \frac M2 \sum_i |c_i|\,(r_i-\bar r)^2 .$$

## Histories, potentials and matrix elements

The finite type `ι` labels the stored iterations and `G` the points of a quadrature grid.

In Lean 4 with Mathlib:

```lean
import Mathlib

open Finset

namespace DIISPotentialExtrapolation

noncomputable section

variable {ι G : Type*} [Fintype ι] [Fintype G]
```

The same linear combination acts on densities, potentials and matrix elements. Thus `mix c r` is $\bar r$.

```lean
/-- The linear combination of stored quantities `x i` with DIIS coefficients `c i`. -/
def mix (c x : ι → ℝ) : ℝ := ∑ i, c i * x i
```

The constant $M$ measures how strongly the potential's response to a density change itself varies with the density; $M=0$ means a linear response. Both derivatives must exist at every point of $s$, but $v''$ need not be continuous, so a $C^2$ potential with $|v''|\le M$ everywhere is the case where $s$ is the whole real line.

```lean
/-- On the set `s` of densities the potential `v` has first derivative `v'` and second
derivative `v''`, and the latter is bounded by `M` in absolute value. -/
structure HasCurvatureBound (v v' v'' : ℝ → ℝ) (s : Set ℝ) (M : ℝ) : Prop where
  first : ∀ x ∈ s, HasDerivAt v (v' x) x
  second : ∀ x ∈ s, HasDerivAt v' (v'' x) x
  bound : ∀ x ∈ s, |v'' x| ≤ M
```

In a density-functional code the potential enters through integrals between basis functions. With grid weights $w_g$ and real functions $\varphi,\chi$, such an integral becomes $\sum_g w_g\varphi_g\chi_g\,v(\rho_g)$.

```lean
/-- The matrix element of a local potential `v` at density `ρ` between orbitals `φ` and `χ`,
on a quadrature grid with weights `w`. -/
def xcElement (w φ χ : G → ℝ) (v : ℝ → ℝ) (ρ : G → ℝ) : ℝ :=
  ∑ g, w g * φ g * χ g * v (ρ g)
```

The concrete example will be local exchange, $v(\rho)=-k\rho^{1/3}$. The constant $k$ sets the strength of exchange; for the spin-unpolarised electron gas in atomic units it is $(3/\pi)^{1/3}$.

```lean
/-- The local exchange potential `-k ρ^(1/3)`. -/
def localExchange (k ρ : ℝ) : ℝ := -k * ρ ^ (1 / 3 : ℝ)
```

## The error of a linearised potential

Suppose $w''\ge 0$ on $s$. For $x<y$ the mean value theorem gives a $t$ between them with $w(y)-w(x)=w'(t)(y-x)$. Applied to $w'$, the same theorem shows that the slope does not decrease, so $w'(t)\ge w'(x)$ and

$$w(x)+w'(x)(y-x)\le w(y).$$

For $y<x$ one has $w(x)-w(y)=w'(t)(x-y)$ with $w'(t)\le w'(x)$, which gives the same inequality. For $y=x$ it is an equality.

```lean
/-- A function with nonnegative second derivative on an interval lies above its tangents there. -/
theorem tangent_le {w w' w'' : ℝ → ℝ} {s : Set ℝ} (hs : s.OrdConnected)
    (h1 : ∀ x ∈ s, HasDerivAt w (w' x) x) (h2 : ∀ x ∈ s, HasDerivAt w' (w'' x) x)
    (h0 : ∀ x ∈ s, 0 ≤ w'' x) {x y : ℝ} (hx : x ∈ s) (hy : y ∈ s) :
    w x + w' x * (y - x) ≤ w y := by
  -- the mean value theorem on a subinterval of `s`
  have mvt : ∀ f f' : ℝ → ℝ, (∀ t ∈ s, HasDerivAt f (f' t) t) → ∀ a ∈ s, ∀ b ∈ s, a < b →
      ∃ t ∈ Set.Ioo a b, f' t * (b - a) = f b - f a := by
    intro f f' hf a ha b hb hab
    have sub : Set.Icc a b ⊆ s := hs.out ha hb
    obtain ⟨t, ht, e⟩ := exists_hasDerivAt_eq_slope f f' hab
      (fun t ht => (hf t (sub ht)).continuousAt.continuousWithinAt)
      (fun t ht => hf t (sub (Set.Ioo_subset_Icc_self ht)))
    exact ⟨t, ht, (eq_div_iff (sub_pos.2 hab).ne').1 e⟩
  -- the slope does not decrease
  have mono : ∀ a ∈ s, ∀ b ∈ s, a < b → w' a ≤ w' b := by
    intro a ha b hb hab
    obtain ⟨t, ht, e⟩ := mvt w' w'' h2 a ha b hb hab
    have hts : t ∈ s := hs.out ha hb (Set.Ioo_subset_Icc_self ht)
    have := mul_nonneg (h0 t hts) (sub_pos.2 hab).le
    linarith
  rcases lt_trichotomy x y with h | h | h
  · obtain ⟨t, ht, e⟩ := mvt w w' h1 x hx y hy h
    have hts : t ∈ s := hs.out hx hy (Set.Ioo_subset_Icc_self ht)
    have := mul_nonneg (sub_nonneg.2 (mono x hx t hts ht.1)) (sub_pos.2 h).le
    linarith
  · subst h
    simp
  · obtain ⟨t, ht, e⟩ := mvt w w' h1 y hy x hx h
    have hts : t ∈ s := hs.out hy hx (Set.Ioo_subset_Icc_self ht)
    have := mul_nonneg (sub_nonneg.2 (mono t hts x hx ht.2)) (sub_pos.2 h).le
    linarith
```

The hypothesis `hs : s.OrdConnected` says that $s$ is an interval, so the intermediate point $t$ lies in $s$ too. The local fact `mvt` is the mean value theorem on a subinterval of $s$, `mono` applies it to $w'$, and `lt_trichotomy` separates the three cases.

Now take $w_\pm(t)=\tfrac M2t^2\pm v(t)$. Since $w_\pm''=M\pm v''\ge0$, the tangent inequality applies to both functions:

$$\tfrac M2x^2\pm v(x)+\big(Mx\pm v'(x)\big)(y-x)\le\tfrac M2y^2\pm v(y).$$

Because $y^2-x^2-2x(y-x)=(y-x)^2$, rearranging gives

$$\mp\big(v(y)-v(x)-v'(x)(y-x)\big)\le\tfrac M2(y-x)^2,$$

and the two signs together bound the absolute value.

```lean
/-- Linearising the potential about the density `x` errs at `y` by at most `M (y - x)² / 2`. -/
theorem linearisation_error {v v' v'' : ℝ → ℝ} {s : Set ℝ} {M : ℝ} (hs : s.OrdConnected)
    (h : HasCurvatureBound v v' v'' s M) {x y : ℝ} (hx : x ∈ s) (hy : y ∈ s) :
    |v y - v x - v' x * (y - x)| ≤ M / 2 * (y - x) ^ 2 := by
  have q : ∀ t : ℝ, HasDerivAt (fun t => M / 2 * (t * t)) (M * t) t := fun t =>
    (((hasDerivAt_id' t).fun_mul (hasDerivAt_id' t)).const_mul (M / 2)).congr_deriv (by ring)
  have l : ∀ t : ℝ, HasDerivAt (fun t => M * t) M t := fun t =>
    ((hasDerivAt_id' t).const_mul M).congr_deriv (mul_one M)
  -- both `M t² / 2 + v` and `M t² / 2 - v` are convex
  have up := tangent_le (w := fun t => M / 2 * (t * t) + v t) (w' := fun t => M * t + v' t)
    (w'' := fun t => M + v'' t) hs (fun t ht => (q t).fun_add (h.first t ht))
    (fun t ht => (l t).fun_add (h.second t ht))
    (fun t ht => by
      show 0 ≤ M + v'' t
      linarith [(abs_le.1 (h.bound t ht)).1]) hx hy
  have lo := tangent_le (w := fun t => M / 2 * (t * t) - v t) (w' := fun t => M * t - v' t)
    (w'' := fun t => M - v'' t) hs (fun t ht => (q t).fun_sub (h.first t ht))
    (fun t ht => (l t).fun_sub (h.second t ht))
    (fun t ht => by
      show 0 ≤ M - v'' t
      linarith [(abs_le.1 (h.bound t ht)).2]) hx hy
  rw [abs_le]
  constructor <;> nlinarith
```

Here `up` and `lo` are the inequalities for $w_+$ and $w_-$; `nlinarith` carries out the rearrangement.

## Why the first order disappears

For any number $a$,

$$\sum_i c_i\big(v(r_i)-v(\bar r)-a(r_i-\bar r)\big)=\sum_i c_iv(r_i)-v(\bar r)-a(\bar r-\bar r),$$

where $\sum_i c_i=1$ was used in both the constant and the linear term. The last term vanishes, whatever the signs of the coefficients.

```lean
/-- For coefficients that sum to one, any term linear in the displacements from the mixed
density can be subtracted without changing the extrapolation error. -/
theorem linear_term_cancels (v : ℝ → ℝ) (c r : ι → ℝ) (hc : ∑ i, c i = 1) (a : ℝ) :
    mix c (fun i => v (r i)) - v (mix c r) =
      ∑ i, c i * (v (r i) - v (mix c r) - a * (r i - mix c r)) := by
  have e : ∀ V R : ℝ, ∑ i, c i * (v (r i) - V - a * (r i - R)) =
      ∑ i, c i * v (r i) - (∑ i, c i) * V - a * (∑ i, c i * r i - (∑ i, c i) * R) := by
    intro V R
    simp only [Finset.sum_mul, Finset.mul_sum, ← Finset.sum_sub_distrib]
    exact Finset.sum_congr rfl (fun _ _ => by ring)
  rw [e, hc]
  unfold mix
  ring
```

Choose $a=v'(\bar r)$. Each bracket is then the linearisation error about $\bar r$, at most $\tfrac M2(r_i-\bar r)^2$ in size. The triangle inequality turns $c_i$ into $|c_i|$ and yields the bound stated at the start.

```lean
/-- Mixing potentials instead of evaluating the potential at the mixed density errs by at most `M/2`
times the sum of `|c i| (r i - mix c r)²`, for coefficients of any sign that sum to one. -/
theorem extrapolation_error {v v' v'' : ℝ → ℝ} {s : Set ℝ} {M : ℝ} (hs : s.OrdConnected)
    (h : HasCurvatureBound v v' v'' s M) (c r : ι → ℝ) (hc : ∑ i, c i = 1)
    (hr : ∀ i, r i ∈ s) (hm : mix c r ∈ s) :
    |mix c (fun i => v (r i)) - v (mix c r)| ≤
      M / 2 * ∑ i, |c i| * (r i - mix c r) ^ 2 := by
  rw [linear_term_cancels v c r hc (v' (mix c r)), Finset.mul_sum]
  refine (Finset.abs_sum_le_sum_abs _ _).trans (Finset.sum_le_sum fun i _ => ?_)
  rw [abs_mul]
  have := mul_le_mul_of_nonneg_left (linearisation_error hs h hm (hr i)) (abs_nonneg (c i))
  linarith
```

The hypotheses `hr` and `hm` place the stored densities and the mixed density in $s$. The second is needed separately because negative coefficients can carry $\bar r$ outside the range of the history. Nothing is assumed about how the coefficients were obtained: the DIIS residual minimisation plays no part, and the theorem makes no statement about convergence of the self-consistency cycle.

## A bound from the spread of the history

Let $|r_i-r_j|\le\delta$ for all pairs and write $C=\sum_i|c_i|$. Since the coefficients sum to one,

$$r_i-\bar r=\sum_j c_j(r_i-r_j),\qquad |r_i-\bar r|\le C\delta .$$

Inserting this in the previous bound gives

$$\frac M2\sum_i|c_i|(C\delta)^2=\frac M2\,C^3\delta^2 .$$

```lean
/-- If the stored densities differ pairwise by at most `δ`, the extrapolation error is at most
`M/2` times the cube of the sum of `|c i|` times `δ²`. -/
theorem extrapolation_error_of_spread {v v' v'' : ℝ → ℝ} {s : Set ℝ} {M δ : ℝ}
    (hs : s.OrdConnected) (h : HasCurvatureBound v v' v'' s M) (c r : ι → ℝ)
    (hc : ∑ i, c i = 1) (hr : ∀ i, r i ∈ s) (hm : mix c r ∈ s)
    (hδ : ∀ i j, |r i - r j| ≤ δ) :
    |mix c (fun i => v (r i)) - v (mix c r)| ≤ M / 2 * (∑ i, |c i|) ^ 3 * δ ^ 2 := by
  have hM : 0 ≤ M := (abs_nonneg _).trans (h.bound _ hm)
  -- the mixed density is at most `(∑ |c|) δ` away from each stored one
  have far : ∀ i, |r i - mix c r| ≤ (∑ j, |c j|) * δ := by
    intro i
    have e : r i - mix c r = ∑ j, c j * (r i - r j) := by
      simp only [mul_sub, Finset.sum_sub_distrib, ← Finset.sum_mul, hc, one_mul, mix]
    rw [e, Finset.sum_mul]
    refine (Finset.abs_sum_le_sum_abs _ _).trans (Finset.sum_le_sum fun j _ => ?_)
    rw [abs_mul]
    exact mul_le_mul_of_nonneg_left (hδ i j) (abs_nonneg _)
  have key : ∑ i, |c i| * (r i - mix c r) ^ 2 ≤ (∑ i, |c i|) * ((∑ j, |c j|) * δ) ^ 2 := by
    rw [Finset.sum_mul]
    refine Finset.sum_le_sum fun i _ => mul_le_mul_of_nonneg_left ?_ (abs_nonneg _)
    exact sq_le_sq' (abs_le.1 (far i)).1 (abs_le.1 (far i)).2
  refine (extrapolation_error hs h c r hc hr hm).trans ?_
  have := mul_le_mul_of_nonneg_left key (by positivity : 0 ≤ M / 2)
  exact this.trans_eq (by ring)
```

The fact `far` is the estimate $|r_i-\bar r|\le C\delta$, and `key` sums its square. For nonnegative coefficients $C=1$. Large coefficients of alternating sign make $C$ large, and the bound then grows as $C^3$. This overstates the growth of the error: linearising about one of the stored densities instead of $\bar r$ gives the bound $\tfrac M2(C+C^2)\delta^2$, which is smaller for large $C$ but is not formalised here.

## A potential that reaches the bound

For $v(x)=\tfrac M2x^2$, subtracting the tangent at $\bar r$ leaves a pure square:

$$\tfrac M2r_i^2-\tfrac M2\bar r^2-M\bar r(r_i-\bar r)=\tfrac M2(r_i-\bar r)^2 .$$

The extrapolation error is therefore exactly $\tfrac M2\sum_i c_i(r_i-\bar r)^2$.

```lean
/-- For the quadratic potential `M x² / 2` the extrapolation error equals `M/2` times the sum of `c
i (r i - mix c r)²`. -/
theorem quadratic_error (M : ℝ) (c r : ι → ℝ) (hc : ∑ i, c i = 1) :
    mix c (fun i => M / 2 * r i ^ 2) - M / 2 * mix c r ^ 2 =
      M / 2 * ∑ i, c i * (r i - mix c r) ^ 2 := by
  have e := linear_term_cancels (fun x => M / 2 * x ^ 2) c r hc (M * mix c r)
  rw [e, Finset.mul_sum]
  exact Finset.sum_congr rfl (fun _ _ => by ring)
```

If all $c_i\ge0$ and $M\ge0$, this sum is nonnegative and $c_i=|c_i|$, so the error equals the general bound. The factor $\tfrac M2$ therefore cannot be lowered in a bound of this form.

```lean
/-- For nonnegative coefficients and `M ≥ 0`, the potential `M x² / 2` attains the error bound. -/
theorem error_bound_attained {M : ℝ} (hM : 0 ≤ M) (c r : ι → ℝ) (hc : ∑ i, c i = 1)
    (h0 : ∀ i, 0 ≤ c i) :
    |mix c (fun i => M / 2 * r i ^ 2) - M / 2 * mix c r ^ 2| =
      M / 2 * ∑ i, |c i| * (r i - mix c r) ^ 2 := by
  have hp : 0 ≤ ∑ i, c i * (r i - mix c r) ^ 2 :=
    Finset.sum_nonneg fun i _ => mul_nonneg (h0 i) (sq_nonneg _)
  rw [quadratic_error M c r hc, abs_of_nonneg (mul_nonneg (by positivity) hp)]
  simp only [fun i => abs_of_nonneg (h0 i)]
```

With coefficients of both signs, terms in the exact error can cancel, while the bound adds their magnitudes.

## Matrix elements on a grid

Let $\rho_{i,g}$ be the density of iteration $i$ at grid point $g$, and $\bar\rho_g=\sum_i c_i\rho_{i,g}$. Exchanging the two finite sums gives

$$\sum_i c_i\sum_g w_g\varphi_g\chi_g v(\rho_{i,g})-\sum_g w_g\varphi_g\chi_g v(\bar\rho_g)=\sum_g w_g\varphi_g\chi_g\Big(\sum_i c_iv(\rho_{i,g})-v(\bar\rho_g)\Big).$$

Applying the pointwise bound at each grid point gives

$$\sum_g|w_g\varphi_g\chi_g|\,\frac M2\sum_i|c_i|(\rho_{i,g}-\bar\rho_g)^2$$

as a bound on the error of the matrix element.

```lean
/-- The error of a mixed matrix element of the potential is bounded by a grid sum of the
squared deviations of the stored densities `ρ i` from the mixed density. -/
theorem xcElement_error {v v' v'' : ℝ → ℝ} {s : Set ℝ} {M : ℝ} (hs : s.OrdConnected)
    (h : HasCurvatureBound v v' v'' s M) (w φ χ : G → ℝ) (c : ι → ℝ) (ρ : ι → G → ℝ)
    (hc : ∑ i, c i = 1) (hr : ∀ i g, ρ i g ∈ s) (hm : ∀ g, mix c (fun i => ρ i g) ∈ s) :
    |mix c (fun i => xcElement w φ χ v (ρ i)) -
        xcElement w φ χ v (fun g => mix c (fun i => ρ i g))| ≤
      ∑ g, |w g * φ g * χ g| *
        (M / 2 * ∑ i, |c i| * (ρ i g - mix c (fun j => ρ j g)) ^ 2) := by
  -- exchange the sum over iterations with the sum over grid points
  have e : mix c (fun i => xcElement w φ χ v (ρ i)) =
      ∑ g, w g * φ g * χ g * mix c (fun i => v (ρ i g)) := by
    simp only [mix, xcElement, Finset.mul_sum]
    rw [Finset.sum_comm]
    exact Finset.sum_congr rfl fun _ _ => Finset.sum_congr rfl fun _ _ => by ring
  rw [e, xcElement, ← Finset.sum_sub_distrib]
  refine (Finset.abs_sum_le_sum_abs _ _).trans (Finset.sum_le_sum fun g _ => ?_)
  rw [← mul_sub, abs_mul]
  exact mul_le_mul_of_nonneg_left
    (extrapolation_error hs h c (fun i => ρ i g) hc (fun i => hr i g) (hm g)) (abs_nonneg _)
```

The step named `e` is the exchange of sums. For a local-density functional whose potential has curvature at most $M$ on an interval containing all stored and mixed densities of the grid, and with grid and basis functions held fixed, this bounds the difference between an extrapolated exchange-correlation matrix element and the one built from the mixed density. Gradient-dependent and spin-resolved functionals, whose potentials take more than one argument, are not covered.

## Local exchange above a density floor

For $v(\rho)=-k\rho^{1/3}$ with $k\ge0$,

$$v'(\rho)=-\frac k3\rho^{-2/3},\qquad v''(\rho)=\frac{2k}9\rho^{-5/3}.$$

For $k>0$ the curvature diverges at zero density, so no single $M$ serves for all positive densities. On $\rho\ge a>0$ it is largest at $a$, hence $M=\tfrac{2k}9a^{-5/3}$ and $\tfrac M2=\tfrac k9a^{-5/3}$.

```lean
/-- For the exchange potential `-k ρ^(1/3)` with `k ≥ 0`, and stored and mixed densities not below
`a > 0`, the extrapolation error is at most `(k/9) a^(-5/3)` times the sum of `|c i| (r i - mix c
r)²`. -/
theorem localExchange_error {k a : ℝ} (hk : 0 ≤ k) (ha : 0 < a) (c r : ι → ℝ)
    (hc : ∑ i, c i = 1) (hr : ∀ i, a ≤ r i) (hm : a ≤ mix c r) :
    |mix c (fun i => localExchange k (r i)) - localExchange k (mix c r)| ≤
      k / 9 * a ^ (-5 / 3 : ℝ) * ∑ i, |c i| * (r i - mix c r) ^ 2 := by
  have h : HasCurvatureBound (localExchange k) (fun x => -k * (1 / 3 * x ^ (-2 / 3 : ℝ)))
      (fun x => 2 / 9 * k * x ^ (-5 / 3 : ℝ)) (Set.Ici a) (2 / 9 * k * a ^ (-5 / 3 : ℝ)) := by
    refine ⟨fun x hx => ?_, fun x hx => ?_, fun x hx => ?_⟩
    all_goals have hx0 : 0 < x := lt_of_lt_of_le ha hx
    · have d := (Real.hasDerivAt_rpow_const (p := 1 / 3) (Or.inl hx0.ne')).const_mul (-k)
      rw [show (1 / 3 - 1 : ℝ) = -2 / 3 by norm_num] at d
      exact d
    · have d := ((Real.hasDerivAt_rpow_const (p := -2 / 3)
        (Or.inl hx0.ne')).const_mul (1 / 3)).const_mul (-k)
      rw [show (-2 / 3 - 1 : ℝ) = -5 / 3 by norm_num] at d
      exact d.congr_deriv (by ring)
    · rw [abs_of_nonneg (by positivity)]
      exact mul_le_mul_of_nonneg_left
        (Real.rpow_le_rpow_of_nonpos ha hx (by norm_num)) (by positivity)
  exact (extrapolation_error Set.ordConnected_Ici h c r hc hr hm).trans_eq (by ring)

end

end DIISPotentialExtrapolation
```

The three goals after `refine` are the two derivatives and the bound on the curvature; the general theorem on `Set.Ici a`, the half-line $[a,\infty)$, then finishes. In the tail of a molecular density $a$ is tiny and the constant correspondingly large.

The condition `hm`, that the mixed density also stays above the floor, matters as soon as a coefficient is negative. Take $a=1$, $k>0$, stored densities $r_1=1$, $r_2=2$ and coefficients $c_1=2$, $c_2=-1$. Every other hypothesis holds, but $\bar r=0$. The error is $k(2-2^{1/3})\approx0.74\,k$, whereas the formula would allow only $\tfrac k9(2\cdot1+1\cdot4)\approx0.67\,k$.

```lean
#print axioms DIISPotentialExtrapolation.extrapolation_error_of_spread
#print axioms DIISPotentialExtrapolation.error_bound_attained
#print axioms DIISPotentialExtrapolation.xcElement_error
#print axioms DIISPotentialExtrapolation.localExchange_error
```

```
'DIISPotentialExtrapolation.extrapolation_error_of_spread' depends on axioms: [propext, Classical.choice, Quot.sound]
'DIISPotentialExtrapolation.error_bound_attained' depends on axioms: [propext, Classical.choice, Quot.sound]
'DIISPotentialExtrapolation.xcElement_error' depends on axioms: [propext, Classical.choice, Quot.sound]
'DIISPotentialExtrapolation.localExchange_error' depends on axioms: [propext, Classical.choice, Quot.sound]
```
